# To first order, strain of either sign softens at least one branch of a degenerate mode when its linear coupling is symmetric, traceless and nonzero

To find how an $N$-fold degenerate soft mode splits under strain, a phonon calculation can evaluate the mode's $N\times N$ block of the dynamical matrix at strains $+e$ and $-e$, in the fixed basis of unstrained eigenvectors. The difference of the blocks divided by $2e$ estimates the linear coupling $B$. With $a$ the unstrained squared frequency, diagonalising $aI+eB$ gives the squared frequencies to first order. If $B$ is real symmetric, traceless and nonzero, the lowest of them is below $a$ for either sign of $e\neq0$.

## A finite multiplet, linear in strain

The index type `n` labels the $N$ members of the multiplet. `IsModeSq K w` says that $Ku=wu$ for some nonzero real displacement pattern $u$, so $w$ is a squared frequency and may be negative. `IsSoftest K w` says that $w$ is the least such value, and `strained a e B` is $aI+eB$. Terms of order $e^2$, including those from mixing with other modes, are left out, as are anharmonic effects other than the linear strain dependence described by $B$.

```lean
import Mathlib

open Matrix

namespace SoftModeStrainSplitting

noncomputable section

variable {n : Type*} [Fintype n] [DecidableEq n]

/-- `w` is a squared mode frequency of the dynamical matrix `K`: some nonzero displacement
pattern `u` satisfies `K u = w u`. -/
def IsModeSq (K : Matrix n n ℝ) (w : ℝ) : Prop :=
  ∃ u : n → ℝ, u ≠ 0 ∧ K *ᵥ u = w • u

/-- `w` is the smallest squared mode frequency of `K`. -/
def IsSoftest (K : Matrix n n ℝ) (w : ℝ) : Prop :=
  IsLeast {v | IsModeSq K v} w

/-- The dynamical matrix `a I + e B` of a degenerate mode with squared frequency `a`,
coupled to a strain `e` through the matrix `B`. -/
def strained (a e : ℝ) (B : Matrix n n ℝ) : Matrix n n ℝ :=
  a • (1 : Matrix n n ℝ) + e • B
```

## Nonzero strain

The condition $e\neq0$ means that the crystal is actually deformed. By hand, it allows division by $e$:
$$(aI+eB)u=(a+e\beta)u\iff eBu=e\beta u\iff Bu=\beta u.$$
Every number $v$ equals $a+e\gamma$ with $\gamma=(v-a)/e$, so all strained modes arise this way. The softest is $a+e\beta$, with $\beta$ the least eigenvalue of $B$ for $e>0$ and the greatest for $e<0$.

In Lean, `smul_right_injective` cancels $e$, and `softest_linear` treats the two signs separately. At $e=0$ the matrix is $aI$, and nothing softens.

```lean
/-- The strained dynamical matrix acts on a displacement pattern `u` as `a u + e B u`. -/
theorem strained_mulVec (a e : ℝ) (B : Matrix n n ℝ) (u : n → ℝ) :
    strained a e B *ᵥ u = a • u + e • (B *ᵥ u) := by
  rw [strained, Matrix.add_mulVec, Matrix.smul_mulVec, Matrix.smul_mulVec, Matrix.one_mulVec]

/-- At nonzero strain, `a + e β` is a squared frequency of the strained crystal exactly when
`β` is an eigenvalue of the coupling matrix `B`. -/
theorem isModeSq_strained_iff {a e β : ℝ} {B : Matrix n n ℝ} (he : e ≠ 0) :
    IsModeSq (strained a e B) (a + e * β) ↔ IsModeSq B β := by
  constructor
  · rintro ⟨u, hu, h⟩
    refine ⟨u, hu, ?_⟩
    rw [strained_mulVec] at h
    have h2 : e • (B *ᵥ u) = e • (β • u) := by
      linear_combination (norm := module) h
    exact smul_right_injective _ he h2
  · rintro ⟨u, hu, h⟩
    refine ⟨u, hu, ?_⟩
    rw [strained_mulVec, h]
    module

/-- The softest squared frequency is linear in the strain on each side of zero: its slope is
the least eigenvalue of `B` for positive strain and the greatest one for negative strain. -/
theorem softest_linear {a e β : ℝ} {B : Matrix n n ℝ} :
    (0 < e → IsSoftest B β → IsSoftest (strained a e B) (a + e * β)) ∧
    (e < 0 → IsGreatest {v | IsModeSq B v} β → IsSoftest (strained a e B) (a + e * β)) := by
  constructor
  · intro he h
    refine ⟨(isModeSq_strained_iff he.ne').2 h.1, fun v hv => ?_⟩
    obtain ⟨γ, rfl⟩ : ∃ γ, v = a + e * γ :=
      ⟨e⁻¹ * (v - a), by rw [mul_inv_cancel_left₀ he.ne']; ring⟩
    have hγ : β ≤ γ := h.2 ((isModeSq_strained_iff he.ne').1 hv)
    nlinarith
  · intro he h
    refine ⟨(isModeSq_strained_iff he.ne).2 h.1, fun v hv => ?_⟩
    obtain ⟨γ, rfl⟩ : ∃ γ, v = a + e * γ :=
      ⟨e⁻¹ * (v - a), by rw [mul_inv_cancel_left₀ he.ne]; ring⟩
    have hγ : γ ≤ β := h.2 ((isModeSq_strained_iff he.ne).1 hv)
    nlinarith
```

## A real symmetric coupling

Symmetry expresses that force constants are second derivatives of an energy, here in real mode coordinates. It supplies an orthonormal eigenbasis. If $K$ is symmetric with eigenvalues $k_i\ge w$, and $x$ has components $c_i$ in that basis, then
$$x^TKx=\sum_i k_ic_i^2\ge w\sum_i c_i^2=w\,x^Tx.$$
`rayleigh` obtains this by showing that $K-wI$, written `strained (-w) 1 K`, has nonnegative eigenvalues.

Now let $P$ be symmetric with $x^TPx\ge0$ for all $x$. Choosing $x=s\,\hat e_i+\hat e_j$, with $\hat e_i$ the coordinate unit vectors, gives
$$P_{ii}s^2+2P_{ij}s+P_{jj}\ge0\quad\text{for all real }s.$$
The discriminant is therefore nonpositive, so $P_{ij}^2\le P_{ii}P_{jj}$, which is `sq_entry_le`.

Without symmetry, $B=\begin{pmatrix}0&1\\0&0\end{pmatrix}$ is traceless and nonzero, yet $aI+eB$ has $a$ as its only eigenvalue.

```lean
omit [Fintype n] in
/-- For symmetric `B` the strained dynamical matrix is Hermitian. -/
theorem strained_isHermitian (a e : ℝ) {B : Matrix n n ℝ} (hB : B.IsSymm) :
    (strained a e B).IsHermitian := by
  rw [Matrix.IsHermitian, Matrix.conjTranspose_eq_transpose_of_trivial, strained,
    Matrix.transpose_add, Matrix.transpose_smul, Matrix.transpose_smul,
    Matrix.transpose_one, hB.eq]

/-- Each eigenvalue in the spectral decomposition of a Hermitian dynamical matrix is a squared
mode frequency. -/
theorem eigenvalue_isModeSq {K : Matrix n n ℝ} (hK : K.IsHermitian) (i : n) :
    IsModeSq K (hK.eigenvalues i) := by
  refine ⟨(hK.eigenvectorBasis i).ofLp, fun h => ?_, hK.mulVec_eigenvectorBasis i⟩
  apply hK.eigenvectorBasis.orthonormal.ne_zero i
  ext j
  exact congrFun h j

/-- Rayleigh's principle: for a symmetric dynamical matrix, the softest squared frequency times the
squared length `x ⬝ᵥ x` of any displacement pattern `x` is at most `x ⬝ᵥ K *ᵥ x`. -/
theorem rayleigh {K : Matrix n n ℝ} (hK : K.IsSymm) {w : ℝ} (hw : IsSoftest K w)
    (x : n → ℝ) : w * (x ⬝ᵥ x) ≤ x ⬝ᵥ K *ᵥ x := by
  have hP := strained_isHermitian (-w) 1 hK
  -- the eigenvalues of K - w are nonnegative because w is the least mode
  have psd : (strained (-w) 1 K).PosSemidef := by
    refine hP.posSemidef_iff_eigenvalues_nonneg.mpr fun i => ?_
    change (0 : ℝ) ≤ hP.eigenvalues i
    have hm : IsModeSq K (hP.eigenvalues i + w) := by
      refine (isModeSq_strained_iff (a := -w) one_ne_zero).1 ?_
      convert eigenvalue_isModeSq hP i using 1
      ring
    linarith [hw.2 hm]
  have h := psd.dotProduct_mulVec_nonneg x
  rw [star_trivial, strained_mulVec, dotProduct_add, dotProduct_smul, dotProduct_smul,
    smul_eq_mul, smul_eq_mul] at h
  linarith

/-- In a symmetric matrix with nonnegative quadratic form, the square of a coupling between
two coordinates is at most the product of their diagonal entries. -/
theorem sq_entry_le {P : Matrix n n ℝ} (hP : P.IsSymm)
    (h : ∀ x : n → ℝ, 0 ≤ x ⬝ᵥ P *ᵥ x) (i j : n) : P i j ^ 2 ≤ P i i * P j j := by
  have q : ∀ s : ℝ, 0 ≤ P i i * (s * s) + (2 * P i j) * s + P j j := by
    intro s
    have h1 := h (Pi.single i s + Pi.single j 1)
    have hs : P j i = P i j := hP.apply i j
    simp [Matrix.mulVec_add, add_dotProduct, dotProduct_add, Matrix.mulVec_single] at h1
    rw [hs] at h1
    linarith
  have d := discrim_le_zero q
  unfold discrim at d
  linarith
```

## Zero trace

A zero trace means that strain leaves the multiplet's mean squared frequency unchanged to first order. For an irreducible multiplet, symmetry ensures this when the strain has no fully symmetric component; here it is assumed. A computed $B$ with a trace can be split: $e\,\mathrm{tr}B/N$ is added to $a$, and the traceless remainder plays the role of $B$.

Let $w$ be the softest value and $P=(a-w)I+eB$, which has a nonnegative quadratic form by Rayleigh's principle. Its diagonal entries are nonnegative and sum to $N(a-w)$, so $w\le a$. Summing $P_{ij}^2\le P_{ii}P_{jj}$ over $i,j$ gives
$$N(a-w)^2+2(a-w)e\,\mathrm{tr}B+e^2\sum_{i,j}B_{ij}^2\le N^2(a-w)^2.$$
The middle term vanishes, leaving
$$e^2\sum_{i,j}B_{ij}^2\le N(N-1)(a-w)^2.$$
In `softening_bound`, `diag` and `row` compute the sums and `key` is the summed inequality. With the trace unrestricted, $B=I$ and $e>0$ would raise every mode to $a+e$.

```lean
/-- For a symmetric traceless coupling `B` of an `N`-fold degenerate mode, the softening
`a - w` of the softest mode is nonnegative and obeys `e² ∑ B_ij² ≤ N (N - 1) (a - w)²`. -/
theorem softening_bound [Nonempty n] {a e w : ℝ} {B : Matrix n n ℝ} (hB : B.IsSymm)
    (htr : B.trace = 0) (hw : IsSoftest (strained a e B) w) :
    w ≤ a ∧ e ^ 2 * ∑ i, ∑ j, B i j ^ 2 ≤
      (Fintype.card n : ℝ) * ((Fintype.card n : ℝ) - 1) * (a - w) ^ 2 := by
  have symm : ∀ c : ℝ, (strained c e B).IsSymm := fun c => by
    rw [Matrix.IsSymm, ← Matrix.conjTranspose_eq_transpose_of_trivial]
    exact strained_isHermitian c e hB
  have form : ∀ x : n → ℝ, 0 ≤ x ⬝ᵥ strained (a - w) e B *ᵥ x := fun x => by
    have h := rayleigh (symm a) hw x
    rw [strained_mulVec, dotProduct_add, dotProduct_smul, dotProduct_smul,
      smul_eq_mul, smul_eq_mul] at h ⊢
    linarith
  have htr' : ∑ i, B i i = 0 := htr
  have diag : ∑ i, strained (a - w) e B i i = Fintype.card n * (a - w) := by
    have h : ∀ i, strained (a - w) e B i i = (a - w) + e * B i i := fun i => by
      simp [strained]
    rw [Finset.sum_congr rfl (fun i _ => h i), Finset.sum_add_distrib, ← Finset.mul_sum, htr',
      Finset.sum_const, Finset.card_univ, nsmul_eq_mul]
    ring
  have row : ∀ i, ∑ j, strained (a - w) e B i j ^ 2 =
      (a - w) ^ 2 + 2 * (a - w) * e * B i i + e ^ 2 * ∑ j, B i j ^ 2 := fun i => by
    have h : ∀ j, strained (a - w) e B i j ^ 2 =
        (if i = j then (a - w) ^ 2 + 2 * (a - w) * e * B i j else 0) + e ^ 2 * B i j ^ 2 := by
      intro j
      simp only [strained, Matrix.add_apply, Matrix.smul_apply, Matrix.one_apply, smul_eq_mul]
      split_ifs <;> ring
    rw [Finset.sum_congr rfl (fun j _ => h j), Finset.sum_add_distrib, Finset.sum_ite_eq,
      ← Finset.mul_sum, if_pos (Finset.mem_univ i)]
  constructor
  · have h0 : 0 ≤ ∑ i, strained (a - w) e B i i :=
      Finset.sum_nonneg fun i _ => by simpa using form (Pi.single i 1)
    rw [diag] at h0
    have hN : (0 : ℝ) < Fintype.card n := by exact_mod_cast Fintype.card_pos
    linarith [nonneg_of_mul_nonneg_right h0 hN]
  · -- sum the two-by-two inequalities over all pairs
    have key : ∑ i, ∑ j, strained (a - w) e B i j ^ 2 ≤
        (∑ i, strained (a - w) e B i i) * ∑ j, strained (a - w) e B j j := by
      rw [Finset.sum_mul_sum]
      exact Finset.sum_le_sum fun i _ => Finset.sum_le_sum fun j _ =>
        sq_entry_le (symm _) form i j
    rw [diag, Finset.sum_congr rfl (fun i _ => row i), Finset.sum_add_distrib,
      Finset.sum_add_distrib, ← Finset.mul_sum, ← Finset.mul_sum, htr', Finset.sum_const,
      Finset.card_univ, nsmul_eq_mul] at key
    linarith
```

## A nonzero coupling

$B\neq0$ means that symmetry permits a linear coupling and its coefficient does not vanish accidentally. Together with zero trace it forces $N\ge2$. If $w=a$, the bound would make every $B_{ij}$ zero, so $w<a$. With $B=0$, the modes stay at $a$.

`strain_softens` states that a softest $w$ exists and satisfies $w<a$. Existence follows from the finite, nonempty set of eigenvalues; a nonzero entry `B i j` then contradicts $w=a$.

```lean
/-- If the coupling `B` is symmetric, traceless and nonzero, then at every nonzero strain of
either sign a softest mode exists and its squared frequency lies strictly below `a`. -/
theorem strain_softens {B : Matrix n n ℝ} (hB : B.IsSymm) (hB0 : B ≠ 0)
    (htr : B.trace = 0) (a : ℝ) {e : ℝ} (he : e ≠ 0) :
    ∃ w, IsSoftest (strained a e B) w ∧ w < a := by
  obtain ⟨i, j, hij⟩ : ∃ i j, B i j ≠ 0 := by
    by_contra h
    push Not at h
    exact hB0 (Matrix.ext h)
  have : Nonempty n := ⟨i⟩
  -- a matrix has finitely many eigenvalues, so there is a least one
  have hfin : {v | IsModeSq (strained a e B) v}.Finite := by
    refine (Module.End.finite_hasEigenvalue (Matrix.toLin' (strained a e B))).subset ?_
    rintro v ⟨u, hu, h⟩
    exact Module.End.hasEigenvalue_of_hasEigenvector
      ⟨Module.End.mem_eigenspace_iff.mpr (by rw [Matrix.toLin'_apply]; exact h), hu⟩
  obtain ⟨w, hw, hmin⟩ := Set.exists_min_image _ id hfin
    ⟨_, eigenvalue_isModeSq (strained_isHermitian a e hB) i⟩
  have hs : IsSoftest (strained a e B) w := ⟨hw, fun v hv => hmin v hv⟩
  obtain ⟨hle, hb⟩ := softening_bound hB htr hs
  refine ⟨w, hs, lt_of_le_of_ne hle fun h => ?_⟩
  -- without softening the bound would force B = 0
  have h1 : B i j ^ 2 ≤ ∑ l, B i l ^ 2 :=
    Finset.single_le_sum (f := fun l => B i l ^ 2) (fun l _ => sq_nonneg _) (Finset.mem_univ j)
  have h2 : ∑ l, B i l ^ 2 ≤ ∑ k, ∑ l, B k l ^ 2 :=
    Finset.single_le_sum (f := fun k => ∑ l, B k l ^ 2)
      (fun k _ => Finset.sum_nonneg fun l _ => sq_nonneg _) (Finset.mem_univ i)
  have h3 : 0 < B i j ^ 2 := by positivity
  have h4 : 0 < e ^ 2 * ∑ k, ∑ l, B k l ^ 2 :=
    mul_pos (by positivity) (by linarith)
  rw [h, sub_self] at hb
  linarith
```

Applying this at strain $-e$ gives an eigenvalue $\beta$ of $B$ with $a-e\beta<a$. At strain $e$, the same $\beta$ gives a mode at $a+e\beta>a$.

```lean
/-- For a symmetric, traceless and nonzero coupling, every nonzero strain also raises some
squared mode frequency strictly above `a`. -/
theorem strain_hardens {B : Matrix n n ℝ} (hB : B.IsSymm) (hB0 : B ≠ 0)
    (htr : B.trace = 0) (a : ℝ) {e : ℝ} (he : e ≠ 0) :
    ∃ v, IsModeSq (strained a e B) v ∧ a < v := by
  -- reverse the strain and reflect the softened mode about a
  obtain ⟨w, hw, hlt⟩ := strain_softens hB hB0 htr a (neg_ne_zero.mpr he)
  have hβ : e * (e⁻¹ * (a - w)) = a - w := mul_inv_cancel_left₀ he _
  have hm : IsModeSq B (e⁻¹ * (a - w)) := by
    refine (isModeSq_strained_iff (a := a) (neg_ne_zero.mpr he)).1 ?_
    have hv : a + -e * (e⁻¹ * (a - w)) = w := by
      rw [neg_mul, hβ]
      ring
    rw [hv]
    exact hw.1
  exact ⟨_, (isModeSq_strained_iff (a := a) he).2 hm, by linarith⟩
```

## Tetragonal strain on a triplet

For $B=\mathrm{diag}(2,-1,-1)$ the eigenvalues are $2$ and $-1$. The softest value is $a-e$ for $e>0$ and $a+2e$ for $e<0$, so equal strains of opposite sign soften by different amounts. For $e>0$ both sides of the bound equal $6e^2$.

```lean
/-- The traceless coupling `diag(2, -1, -1)` of a triply degenerate mode to a tetragonal
strain. -/
def tetragonal : Matrix (Fin 3) (Fin 3) ℝ := Matrix.diagonal ![2, -1, -1]

/-- The eigenvalues of the tetragonal coupling are exactly `-1` and `2`. -/
theorem tetragonal_modes (v : ℝ) : IsModeSq tetragonal v ↔ v = -1 ∨ v = 2 := by
  constructor
  · rintro ⟨u, hu, h⟩
    obtain ⟨i, hi⟩ := Function.ne_iff.mp hu
    have h1 := congrFun h i
    rw [tetragonal, Matrix.mulVec_diagonal, Pi.smul_apply, smul_eq_mul] at h1
    have h2 : (![2, -1, -1] : Fin 3 → ℝ) i = v := mul_right_cancel₀ hi h1
    fin_cases i
    · exact Or.inr h2.symm
    · exact Or.inl h2.symm
    · exact Or.inl h2.symm
  · rintro (rfl | rfl)
    · refine ⟨![0, 1, 0], fun h => by have := congrFun h 1; simp at this, ?_⟩
      ext i
      rw [tetragonal, Matrix.mulVec_diagonal]
      fin_cases i <;> simp
    · refine ⟨![1, 0, 0], fun h => by have := congrFun h 0; simp at this, ?_⟩
      ext i
      rw [tetragonal, Matrix.mulVec_diagonal]
      fin_cases i <;> simp

/-- Under tetragonal strain the softest squared frequency is `a - e` for `e > 0`, where the
bound `e² ∑ B_ij² ≤ N (N - 1) (a - w)²` is an equality, and `a + 2 e` for `e < 0`. -/
theorem tetragonal_softening (a e : ℝ) :
    (0 < e → IsSoftest (strained a e tetragonal) (a - e) ∧
      e ^ 2 * ∑ i, ∑ j, tetragonal i j ^ 2 = 3 * (3 - 1) * (a - (a - e)) ^ 2) ∧
    (e < 0 → IsSoftest (strained a e tetragonal) (a + 2 * e)) := by
  refine ⟨fun he => ⟨?_, ?_⟩, fun he => ?_⟩
  · have h : IsSoftest tetragonal (-1) := by
      refine ⟨(tetragonal_modes _).2 (Or.inl rfl), fun v hv => ?_⟩
      rcases (tetragonal_modes v).1 hv with rfl | rfl <;> norm_num
    convert softest_linear.1 he h using 1
    ring
  · have h : ∑ i, ∑ j, tetragonal i j ^ 2 = 6 := by
      simp [tetragonal, Fin.sum_univ_succ, Matrix.diagonal_apply]
      norm_num
    rw [h]
    ring
  · have h : IsGreatest {v | IsModeSq tetragonal v} 2 := by
      refine ⟨(tetragonal_modes _).2 (Or.inr rfl), fun v hv => ?_⟩
      rcases (tetragonal_modes v).1 hv with rfl | rfl <;> norm_num
    convert softest_linear.2 he h using 1
    ring

end

end SoftModeStrainSplitting
```

```lean
#print axioms SoftModeStrainSplitting.strain_softens
#print axioms SoftModeStrainSplitting.strain_hardens
#print axioms SoftModeStrainSplitting.tetragonal_softening
```

```
'SoftModeStrainSplitting.strain_softens' depends on axioms: [propext, Classical.choice, Quot.sound]
'SoftModeStrainSplitting.strain_hardens' depends on axioms: [propext, Classical.choice, Quot.sound]
'SoftModeStrainSplitting.tetragonal_softening' depends on axioms: [propext, Classical.choice, Quot.sound]
```
